# For rates 0 < a < b, the two-rate cross-polarization curve peaks only at t = log(b/a)/(b − a)

## Where does the carbon signal peak during contact?

Let $M(t)$ be the proton magnetization during the spin-lock, in units of its value at the start of contact, and let $S(t)$ be the carbon magnetization, scaled so that transfer drives $S$ towards $M$. The protons decay at rate $a$ and the carbons follow at rate $b$:

$$M'=-aM,\qquad S'=b(M-S),\qquad M(0)=1,\quad S(0)=0.$$

For $0<a<b$ I use the build-up curve

$$f(t)=\frac{b\,(e^{-at}-e^{-bt})}{b-a},\qquad t\ge 0,$$

and I take the best contact time to be $\log(b/a)/(b-a)$, where the signal should be $(a/b)^{a/(b-a)}$. I get the time by setting $f'(t)=0$, but I would like a rigorous argument that this is the only global maximum, starting from the rate equations and not just from the formula for $f$. Can this be proved and checked by machine?

## Rates, units and the peak time

Yes. Here $a$ is the proton relaxation rate in the rotating frame, $1/T_{1\rho}$, and $b$ is the rate constant of the proton-to-carbon transfer. The unit of $S$ is the carbon magnetization that would be in equilibrium with the undecayed protons, so the gain from the ratio of gyromagnetic ratios is absorbed in the scale. The logarithm is natural, and I write

$$T=\frac{\log(b/a)}{b-a}.$$

Since $b/a>1$ and $b-a>0$, this time is strictly positive.

Within this two-rate model, $T$ is the contact time that gives the largest carbon signal. The pair $(T,f(T))$ also provides an exact reference point for a numerical integration of these linear rate equations, in which $a$ and $b$ are given numbers and are not computed from a spin Hamiltonian.

## From the rate equations to the contact curve

The proton equation gives $M(t)=e^{-at}$. Multiplying the carbon equation by $e^{bt}$ turns it into

$$\bigl(S e^{bt}\bigr)'=b\,e^{(b-a)t}.$$

Integrating from $0$ with $S(0)=0$ gives $S=f$. As a direct check,

$$f'(t)=\frac{b\,(-a e^{-at}+b e^{-bt})}{b-a},$$

while

$$b\,(e^{-at}-f(t))=\frac{b\,\bigl[(b-a)e^{-at}-b e^{-at}+b e^{-bt}\bigr]}{b-a},$$

and the two right-hand sides agree.

No other solution exists. Suppose $y'=-ky$ for $t\ge0$ and $y(0)=0$. Then

$$\bigl(y e^{kt}\bigr)'=-ky e^{kt}+ky e^{kt}=0,$$

so $y e^{kt}$ keeps its initial value, zero, and $y=0$. The difference of two proton solutions obeys this equation with $k=a$. Once the proton curves agree, the difference of two carbon solutions obeys it with $k=b$.

## The crossing and its height

From $(b-a)T=\log(b/a)$ we get $e^{-(b-a)T}=a/b$, that is,

$$e^{-bT}=\frac ab\,e^{-aT}.$$

Inserting this into the contact curve gives

$$f(T)=\frac{b\,(1-a/b)\,e^{-aT}}{b-a}=e^{-aT}.$$

The carbon curve therefore meets the proton curve at $T$. This fits the rate equation, since $S'=b(M-S)$ vanishes exactly when $S=M$. For the height, note that

$$-aT=\frac{a}{b-a}\log\frac ab,\qquad\text{so}\qquad f(T)=e^{-aT}=\left(\frac ab\right)^{a/(b-a)}.$$

## Why every other contact time gives less signal

Write $t=T+s$ with $s\ne0$. The strict inequality $1+x<e^x$, valid for $x\neq0$, is used at $x=as$ and at $x=-(b-a)s$:

$$1+as<e^{as},\qquad 1-(b-a)s<e^{-(b-a)s}.$$

Multiply the first by $b-a>0$ and the second by $a>0$, then add. The terms linear in $s$ cancel, leaving

$$b<(b-a)e^{as}+a e^{-(b-a)s}.$$

Multiplying by $e^{-as}$ gives

$$b e^{-as}<(b-a)+a e^{-bs}.$$

Now use the relation between the two exponentials at $T$:

$$f(T+s)=\frac{b\,e^{-aT}e^{-as}-a\,e^{-aT}e^{-bs}}{b-a}
=e^{-aT}\,\frac{b e^{-as}-a e^{-bs}}{b-a}<e^{-aT}=f(T).$$

This compares $T$ with every other time at once, so the sign of $f'$ on either side of $T$ need not be examined.

## What the Lean theorem says

The structure `ContactKinetics a b M S` states that two real functions `M` and `S` satisfy the kinetics. Its fields `proton` and `carbon` are the two rate equations, and `proton_start` and `carbon_start` are the initial values. The derivatives are taken within `Ici 0`, the half-line $[0,\infty)$: at $t=0$ this is the one-sided derivative at the start of contact, and at $t>0$ it is the ordinary derivative. Although `M` and `S` are functions on all of $\mathbb R$, nothing is assumed about their values at negative times.

The definitions `contactCurve a b t` and `optimalTime a b` are $f(t)$ and $T$. The main theorem, `carbon_unique_maximum`, takes `0 < a`, `a < b` and any pair `M`, `S` obeying the kinetics, and concludes three things:

- the time $T$ is strictly positive;
- $S(T)=(a/b)^{a/(b-a)}$, with a real exponent;
- $S(t)<S(T)$ for every $t\ge0$ with $t\ne T$.

The last item contains both the global maximum and its uniqueness. The explicit curve is covered too, because `contactKinetics_witness` shows that it solves the kinetics.

The rate equations are assumed. They describe a proton reservoir that loses magnetization through a single relaxation rate and is not noticeably depleted by the carbons, as is reasonable when the carbons are dilute. They leave out carbon relaxation in the rotating frame, coherent oscillations at short contact times, and any distribution of transfer rates. The theorem treats transfer faster than proton decay; equal rates and $a>b$ lie beyond its hypotheses.

```lean
import Mathlib

open Set

namespace CrossPolarizationBuildUp

noncomputable section

/-- Cross-polarization kinetics during contact: the proton magnetization `M` starts at one and
decays at rate `a`, while the carbon magnetization `S` starts at zero and relaxes towards `M`
at rate `b`. -/
structure ContactKinetics (a b : ℝ) (M S : ℝ → ℝ) : Prop where
  proton : ∀ t, 0 ≤ t → HasDerivWithinAt M (-a * M t) (Ici 0) t
  carbon : ∀ t, 0 ≤ t → HasDerivWithinAt S (b * (M t - S t)) (Ici 0) t
  proton_start : M 0 = 1
  carbon_start : S 0 = 0

/-- The contact curve `b * (exp (-a * t) - exp (-b * t)) / (b - a)` as a function of the contact
time `t`. -/
def contactCurve (a b t : ℝ) : ℝ :=
  b * (Real.exp (-a * t) - Real.exp (-b * t)) / (b - a)

/-- The contact time `log (b / a) / (b - a)`. -/
def optimalTime (a b : ℝ) : ℝ := Real.log (b / a) / (b - a)

/-- An exponential with rate `k` has derivative `k` times itself. -/
lemma hasDerivAt_exp_rate (k t : ℝ) :
    HasDerivAt (fun s : ℝ => Real.exp (k * s)) (Real.exp (k * t) * k) t := by
  have h := ((hasDerivAt_id' t).const_mul k).exp
  refine h.congr_deriv ?_
  show Real.exp (k * t) * (k * 1) = Real.exp (k * t) * k
  ring

/-- For distinct rates, exponential proton decay and the contact curve solve the
cross-polarization kinetics. -/
theorem contactKinetics_witness {a b : ℝ} (hab : a ≠ b) :
    ContactKinetics a b (fun t => Real.exp (-a * t)) (contactCurve a b) := by
  have hne : b - a ≠ 0 := sub_ne_zero.mpr hab.symm
  refine ⟨fun t _ => ?_, fun t _ => ?_, by simp, by simp [contactCurve]⟩
  · exact ((hasDerivAt_exp_rate (-a) t).congr_deriv (by ring)).hasDerivWithinAt
  · have h := (((hasDerivAt_exp_rate (-a) t).sub
      (hasDerivAt_exp_rate (-b) t)).const_mul b).div_const (b - a)
    refine HasDerivAt.hasDerivWithinAt (h.congr_deriv ?_)
    show b * (Real.exp (-a * t) * (-a) - Real.exp (-b * t) * (-b)) / (b - a)
      = b * (Real.exp (-a * t)
        - b * (Real.exp (-a * t) - Real.exp (-b * t)) / (b - a))
    have hc := div_mul_cancel₀ (b * (Real.exp (-a * t) - Real.exp (-b * t))) hne
    rw [div_eq_iff hne]
    linear_combination b * hc

/-- A quantity that starts at zero and obeys first-order decay stays zero. -/
lemma decay_from_zero {k : ℝ} {y : ℝ → ℝ}
    (h : ∀ t, 0 ≤ t → HasDerivWithinAt y (-k * y t) (Ici 0) t) (h0 : y 0 = 0)
    {t : ℝ} (ht : 0 ≤ t) : y t = 0 := by
  -- the integrating factor makes the product constant
  have hg : ∀ s, 0 ≤ s →
      HasDerivWithinAt (fun r => y r * Real.exp (k * r)) 0 (Ici 0) s := by
    intro s hs
    have h1 := (h s hs).mul (hasDerivAt_exp_rate k s).hasDerivWithinAt
    refine h1.congr_deriv ?_
    show -k * y s * Real.exp (k * s) + y s * (Real.exp (k * s) * k) = 0
    ring
  have h2 : y t * Real.exp (k * t) = y 0 * Real.exp (k * 0) :=
    constant_of_has_deriv_right_zero (f := fun r => y r * Real.exp (k * r))
      (fun s hs => (hg s hs.1).continuousWithinAt.mono (fun x hx => hx.1))
      (fun s hs => (hg s hs.1).mono (fun x hx => le_trans hs.1 hx)) t ⟨ht, le_rfl⟩
  rw [h0, zero_mul] at h2
  exact (mul_eq_zero.mp h2).resolve_right (Real.exp_ne_zero _)

/-- For distinct rates, the kinetics determine both magnetizations: the protons decay
exponentially and the carbon signal follows the contact curve. -/
theorem kinetics_unique {a b : ℝ} {M S : ℝ → ℝ} (hab : a ≠ b)
    (h : ContactKinetics a b M S) {t : ℝ} (ht : 0 ≤ t) :
    M t = Real.exp (-a * t) ∧ S t = contactCurve a b t := by
  have w := contactKinetics_witness hab
  have hM : ∀ s, 0 ≤ s → M s = Real.exp (-a * s) := by
    intro s hs
    refine sub_eq_zero.mp (decay_from_zero (k := a)
      (y := fun r => M r - Real.exp (-a * r)) (fun r hr => ?_) ?_ hs)
    · refine ((h.proton r hr).sub (w.proton r hr)).congr_deriv ?_
      show -a * M r - -a * Real.exp (-a * r) = -a * (M r - Real.exp (-a * r))
      ring
    · simp [h.proton_start]
  refine ⟨hM t ht, sub_eq_zero.mp (decay_from_zero (k := b)
    (y := fun r => S r - contactCurve a b r) (fun r hr => ?_) ?_ ht)⟩
  · refine ((h.carbon r hr).sub (w.carbon r hr)).congr_deriv ?_
    show b * (M r - S r) - b * (Real.exp (-a * r) - contactCurve a b r)
      = -b * (S r - contactCurve a b r)
    rw [hM r hr]
    ring
  · show S 0 - contactCurve a b 0 = 0
    rw [h.carbon_start, w.carbon_start, sub_zero]

/-- At the optimal time the faster exponential is `a / b` times the slower one. -/
lemma exp_optimalTime {a b : ℝ} (ha : 0 < a) (hab : a < b) :
    Real.exp (-b * optimalTime a b) = a / b * Real.exp (-a * optimalTime a b) := by
  have hb : 0 < b := ha.trans hab
  have hne : b - a ≠ 0 := (sub_pos.mpr hab).ne'
  have hT : optimalTime a b * (b - a) = Real.log b - Real.log a := by
    unfold optimalTime
    rw [div_mul_cancel₀ _ hne, Real.log_div hb.ne' ha.ne']
  have h : -b * optimalTime a b = Real.log (a / b) + -a * optimalTime a b := by
    rw [Real.log_div ha.ne' hb.ne']
    linear_combination -hT
  rw [h, Real.exp_add, Real.exp_log (div_pos ha hb)]

/-- At the optimal time the contact curve meets the decaying proton magnetization. -/
theorem contactCurve_meets_proton {a b : ℝ} (ha : 0 < a) (hab : a < b) :
    contactCurve a b (optimalTime a b) = Real.exp (-a * optimalTime a b) := by
  have hb : b ≠ 0 := (ha.trans hab).ne'
  have hc : a / b * b = a := div_mul_cancel₀ a hb
  unfold contactCurve
  rw [exp_optimalTime ha hab, div_eq_iff (sub_pos.mpr hab).ne']
  linear_combination (-Real.exp (-a * optimalTime a b)) * hc

/-- Strict inequality between the two relaxation factors at a nonzero time displacement `s`. -/
lemma relaxation_inequality {a b s : ℝ} (ha : 0 < a) (hab : a < b) (hs : s ≠ 0) :
    b * Real.exp (-a * s) < (b - a) + a * Real.exp (-b * s) := by
  have hd : 0 < b - a := sub_pos.mpr hab
  have h1 := Real.add_one_lt_exp (mul_ne_zero ha.ne' hs)
  have h2 := Real.add_one_lt_exp (mul_ne_zero (neg_ne_zero.mpr hd.ne') hs)
  -- the terms linear in the displacement cancel
  have h3 : b < (b - a) * Real.exp (a * s) + a * Real.exp (-(b - a) * s) := by
    nlinarith [mul_lt_mul_of_pos_left h1 hd, mul_lt_mul_of_pos_left h2 ha]
  have h4 := mul_lt_mul_of_pos_right h3 (Real.exp_pos (-a * s))
  have e1 : Real.exp (a * s) * Real.exp (-a * s) = 1 := by
    rw [← Real.exp_add, show a * s + -a * s = 0 by ring, Real.exp_zero]
  have e2 : Real.exp (-(b - a) * s) * Real.exp (-a * s) = Real.exp (-b * s) := by
    rw [← Real.exp_add, show -(b - a) * s + -a * s = -b * s by ring]
  calc b * Real.exp (-a * s) < _ := h4
    _ = (b - a) + a * Real.exp (-b * s) := by
      linear_combination (b - a) * e1 + a * e2

/-- The contact curve is strictly below its value at the optimal time at every other time. -/
theorem contactCurve_lt_peak {a b t : ℝ} (ha : 0 < a) (hab : a < b)
    (ht : t ≠ optimalTime a b) :
    contactCurve a b t < contactCurve a b (optimalTime a b) := by
  have hc : a / b * b = a := div_mul_cancel₀ a (ha.trans hab).ne'
  have key := relaxation_inequality ha hab (sub_ne_zero.mpr ht)
  rw [contactCurve_meets_proton ha hab]
  have e1 : Real.exp (-a * t) = Real.exp (-a * optimalTime a b)
      * Real.exp (-a * (t - optimalTime a b)) := by
    rw [← Real.exp_add]
    congr 1
    ring
  have e2 : Real.exp (-b * t) = a / b * Real.exp (-a * optimalTime a b)
      * Real.exp (-b * (t - optimalTime a b)) := by
    rw [← exp_optimalTime ha hab, ← Real.exp_add]
    congr 1
    ring
  unfold contactCurve
  rw [div_lt_iff₀ (sub_pos.mpr hab), e1, e2]
  -- both sides carry the common factor given by the proton magnetization at the peak
  have h := mul_lt_mul_of_pos_left (sub_lt_iff_lt_add.mpr key)
    (Real.exp_pos (-a * optimalTime a b))
  refine lt_of_eq_of_lt ?_ h
  linear_combination (-Real.exp (-a * optimalTime a b)
    * Real.exp (-b * (t - optimalTime a b))) * hc

/-- For `0 < a < b`, the carbon magnetization has its unique global maximum over contact times
`t ≥ 0` at `log (b / a) / (b - a)`, with value `(a / b) ^ (a / (b - a))`. -/
theorem carbon_unique_maximum {a b : ℝ} {M S : ℝ → ℝ} (ha : 0 < a) (hab : a < b)
    (h : ContactKinetics a b M S) :
    0 < optimalTime a b ∧
    S (optimalTime a b) = (a / b) ^ (a / (b - a)) ∧
    ∀ t, 0 ≤ t → t ≠ optimalTime a b → S t < S (optimalTime a b) := by
  have hb : 0 < b := ha.trans hab
  have hT : 0 < optimalTime a b :=
    div_pos (Real.log_pos ((one_lt_div ha).mpr hab)) (sub_pos.mpr hab)
  have hS := (kinetics_unique hab.ne h hT.le).2
  refine ⟨hT, ?_, fun t ht hne => ?_⟩
  · rw [hS, contactCurve_meets_proton ha hab, Real.rpow_def_of_pos (div_pos ha hb)]
    congr 1
    unfold optimalTime
    rw [Real.log_div hb.ne' ha.ne', Real.log_div ha.ne' hb.ne']
    ring
  · rw [hS, (kinetics_unique hab.ne h ht).2]
    exact contactCurve_lt_peak ha hab hne

end

end CrossPolarizationBuildUp
```

```lean
#print axioms CrossPolarizationBuildUp.contactCurve_lt_peak
#print axioms CrossPolarizationBuildUp.carbon_unique_maximum
```

```
'CrossPolarizationBuildUp.contactCurve_lt_peak' depends on axioms: [propext, Classical.choice, Quot.sound]
'CrossPolarizationBuildUp.carbon_unique_maximum' depends on axioms: [propext, Classical.choice, Quot.sound]
```

## How the proof follows the calculation

**Solving the kinetics.** The lemma `hasDerivAt_exp_rate` supplies the derivative of $e^{kt}$. With it, `contactKinetics_witness` differentiates the explicit curves and checks both rate equations. For the carbon equation, `div_eq_iff` clears the denominator $b-a$, and `linear_combination` confirms the remaining identity, which is the direct check made above. This part needs only $a\ne b$.

**Uniqueness.** In `decay_from_zero`, the product rule shows that $y e^{kt}$ has derivative zero within the half-line. The Mathlib result `constant_of_has_deriv_right_zero`, applied on $[0,t]$, then makes the product constant, and since the exponential is never zero, $y(t)=0$. The theorem `kinetics_unique` applies this twice, in the same order as by hand. It first identifies `M` with $e^{-at}$, then uses that identity in the carbon equation, so that $S-f$ decays at rate $b$ from zero.

**The peak value.** The lemma `exp_optimalTime` proves $e^{-bT}=(a/b)e^{-aT}$ by rewriting the exponent $-bT$ as $\log(a/b)-aT$. From this, `contactCurve_meets_proton` obtains $f(T)=e^{-aT}$.

**The strict inequality.** In `relaxation_inequality`, `h1` and `h2` are the two uses of $1+x<e^x$. The step `h3` forms their weighted sum, with `nlinarith` carrying out the cancellation of the linear terms, and `h4` multiplies the result by $e^{-as}$. The identities `e1` and `e2` combine the products of exponentials, which gives the inequality in its final form.

The theorem `contactCurve_lt_peak` sets $s=t-T$ and splits each exponential at time $t$ into its value at $T$ and a factor depending on $s$. Multiplying the relaxation inequality by the positive number $e^{-aT}$ then finishes the comparison. This theorem about the explicit formula holds for every real $t\ne T$, including negative $t$; the restriction to $t\ge0$ enters with the kinetics.

**Back to the magnetization.** In `carbon_unique_maximum`, positivity of $T$ comes from $\log(b/a)>0$ and $b-a>0$. It is needed before `kinetics_unique` can be applied at $T$, because the solution is determined only for nonnegative times. The value $e^{-aT}$ is turned into the stated power through `Real.rpow_def_of_pos`, which expresses a real power of a positive base as an exponential. For the strict maximum, `kinetics_unique` replaces `S` by the contact curve at both $t$ and $T$, and `contactCurve_lt_peak` gives the inequality.
